# A cluster self-energy with the causal sign gives a cellular DMFT hybridization with the causal sign

Take finitely many Hermitian matrices Hₖ, at least one, and a positive definite matrix Y, and let M be the average of (Hₖ + iY)⁻¹. Then M is invertible, and (M⁻¹ − (M⁻¹)†)/(2i) − Y is positive semidefinite. In cellular DMFT this inequality is what gives the hybridization function the right sign after the sum over k-points. I would like to see it derived rigorously for matrices, where the inverses (Hₖ + iY)⁻¹ need not commute, and checked by machine. Can that be done?

## The excess over Y is a variance

Yes, and for any weights wₖ ≥ 0 with Σₖ wₖ = 1; the plain average is the case of equal weights. The excess of Im M⁻¹ over Y is a weighted variance of the lattice propagators, so it cannot be negative.

Write A† for the conjugate transpose, Im A = (A − A†)/(2i), and P ≥ 0 for a positive semidefinite P. Set Aₖ = Hₖ + iY, so that Im Aₖ = Y, and Gₖ = Aₖ⁻¹, so that M = Σₖ wₖ Gₖ.

A matrix A with positive definite Im A is invertible. If Av = 0 with v ≠ 0, then

v†(Im A)v = (v†Av − (Av)†v)/(2i) = 0,

which contradicts positive definiteness. Hence every Gₖ exists.

For invertible A, multiplying out gives (A⁻¹)†(A − A†)A⁻¹ = (A⁻¹)† − A⁻¹, and therefore

Im A⁻¹ = −(A⁻¹)†(Im A)A⁻¹.

Applying this to each Aₖ and averaging,

−Im M = Σₖ wₖ Gₖ†YGₖ.

Every term is positive semidefinite. At least one weight is positive, and its term is positive definite because Gₖ is invertible. So Im(−M) is positive definite, and M is invertible.

Now let N = M⁻¹. The formula for the imaginary part of an inverse gives

Im N = N†(−Im M)N = Σₖ wₖ (GₖN)†Y(GₖN).

Expanding the square and using Σₖ wₖGₖN = MN = 1,

Σₖ wₖ (GₖN − 1)†Y(GₖN − 1) = Im N − Y − Y + Y = Im N − Y.

The left side is positive semidefinite, which proves the inequality.

If all weights are positive and Im N = Y, each term on the left must vanish. Since Y is positive definite, GₖN = 1, so Aₖ = N for every k. Conversely, if all Aₖ equal one matrix A, then M⁻¹ = A and Im M⁻¹ = Y.

## From the inequality to the bath

Let z be the frequency, tₖ the lattice hopping in the cluster basis, tc the intracluster hopping and S the cluster self-energy. With Aₖ = z − tₖ − S, the hybridization function is

Δ = z − tc − S − M⁻¹.

For Hermitian hoppings, every Aₖ has the same imaginary part Y = Im z − Im S. It is positive definite if Im z > 0 and −Im S ≥ 0. Since tc drops out of the imaginary part,

−Im Δ = Im M⁻¹ − Y ≥ 0.

For Im z > 0, Hermitian hoppings, such a self-energy and a finite k-mesh with non-negative weights that sum to one, a negative eigenvalue of −Im Δ beyond rounding therefore points to an error in the calculation, not to a mesh that is too coarse.

## What the Lean theorems say

The finite types `n` and `κ` label the cluster orbitals and the k-points. `imPart` is Im as defined above, a Hermitian matrix and not the entrywise imaginary part; `ᴴ` is the conjugate transpose. `localG w A` is M, and `hybridization w z t tc S` is Δ.

`localG_inv_causal` is the statement asked about: `IsUnit` says that M is invertible, and `PosSemidef` is the inequality. The hypothesis `∑ k, w k = 1` already forces at least one k-point. `imPart_localG_inv_eq_iff` is the equality criterion and needs strictly positive weights. `hybridization_causal` is the DMFT form.

The condition `(-imPart S).PosSemidef` is assumed. It says that the self-energy damps electronic excitations and does not amplify them; whether an approximate impurity solver delivers it is a separate matter. The self-energy is the same at every k-point, as in cellular DMFT. All statements concern one frequency at a time, so analyticity of Δ in z and its decay at high frequency are not addressed. Nor is `tc` required to be the average of the `t k`.

```lean
import Mathlib

open Matrix
open scoped ComplexOrder

namespace CellularDMFTCausality

noncomputable section

variable {n κ : Type*} [Fintype n] [DecidableEq n] [Fintype κ]

/-- The imaginary part `(A - A*) / (2i)` of a matrix, with `A*` the conjugate transpose. -/
def imPart (A : Matrix n n ℂ) : Matrix n n ℂ := (1 / (2 * Complex.I)) • (A - Aᴴ)

/-- The local cluster propagator: the weighted sum of the lattice propagators `(A k)⁻¹` with k-point
weights `w k`. -/
def localG (w : κ → ℝ) (A : κ → Matrix n n ℂ) : Matrix n n ℂ :=
  ∑ k, (w k : ℂ) • (A k)⁻¹

/-- The cellular DMFT hybridization function at frequency `z`, for lattice hopping `t k`,
intracluster hopping `tc` and cluster self-energy `S`. -/
def hybridization (w : κ → ℝ) (z : ℂ) (t : κ → Matrix n n ℂ) (tc S : Matrix n n ℂ) :
    Matrix n n ℂ :=
  z • (1 : Matrix n n ℂ) - tc - S - (localG w (fun k => z • (1 : Matrix n n ℂ) - t k - S))⁻¹

omit [Fintype n] [DecidableEq n] in
/-- For Hermitian `H` and `Y`, the imaginary part of `H + iY` is `Y`. -/
theorem imPart_add_I_smul {H Y : Matrix n n ℂ} (hH : H.IsHermitian) (hY : Y.IsHermitian) :
    imPart (H + Complex.I • Y) = Y := by
  have h : H + Complex.I • Y - (H + (-Complex.I) • Y) = (2 * Complex.I) • Y := by module
  have hc : (2 * Complex.I) ≠ 0 := mul_ne_zero two_ne_zero Complex.I_ne_zero
  rw [imPart, conjTranspose_add, conjTranspose_smul, hH.eq, hY.eq, Complex.star_def,
    Complex.conj_I, h, smul_smul, one_div_mul_cancel hc, one_smul]

/-- A matrix whose imaginary part is positive definite is invertible. -/
theorem isUnit_of_imPart_posDef {A : Matrix n n ℂ} (h : (imPart A).PosDef) : IsUnit A := by
  rw [Matrix.isUnit_iff_isUnit_det, isUnit_iff_ne_zero]
  intro h0
  -- a null vector of A would have vanishing expectation value of the imaginary part
  obtain ⟨v, hv, hAv⟩ := Matrix.exists_mulVec_eq_zero_iff.mpr h0
  have hp := h.dotProduct_mulVec_pos hv
  have h1 : star v ⬝ᵥ (Aᴴ *ᵥ v) = 0 := by
    rw [Matrix.dotProduct_mulVec, ← Matrix.star_mulVec, hAv]
    simp
  rw [imPart, Matrix.smul_mulVec, Matrix.sub_mulVec, hAv, dotProduct_smul, zero_sub,
    dotProduct_neg, h1, neg_zero, smul_zero] at hp
  exact lt_irrefl _ hp

/-- The imaginary part of an inverse: `Im A⁻¹ = -(A⁻¹)* (Im A) A⁻¹`. -/
theorem imPart_inv {A : Matrix n n ℂ} (hA : IsUnit A) :
    imPart A⁻¹ = -((A⁻¹)ᴴ * imPart A * A⁻¹) := by
  have h1 : A * A⁻¹ = 1 := Matrix.mul_nonsing_inv A ((Matrix.isUnit_iff_isUnit_det A).mp hA)
  have h2 : (A⁻¹)ᴴ * Aᴴ = 1 := by rw [← conjTranspose_mul, h1, conjTranspose_one]
  have h3 : (A⁻¹)ᴴ * (A - Aᴴ) * A⁻¹ = (A⁻¹)ᴴ - A⁻¹ := by
    rw [Matrix.mul_sub, Matrix.sub_mul, h2, Matrix.mul_assoc, h1, Matrix.mul_one, Matrix.one_mul]
  rw [imPart, imPart, Matrix.mul_smul, Matrix.smul_mul, h3, ← smul_neg, neg_sub]

/-- If all `A k` have the same positive definite imaginary part `Y`, then `-Im M`, with `M` the
local propagator, is the sum of `(A k)⁻¹* Y (A k)⁻¹` with the weights `w k`. -/
theorem neg_imPart_localG (w : κ → ℝ) {A : κ → Matrix n n ℂ} {Y : Matrix n n ℂ}
    (hY : Y.PosDef) (hA : ∀ k, imPart (A k) = Y) :
    -imPart (localG w A) = ∑ k, (w k : ℂ) • (((A k)⁻¹)ᴴ * Y * (A k)⁻¹) := by
  have hlin : imPart (localG w A) = ∑ k, (w k : ℂ) • imPart (A k)⁻¹ := by
    simp only [imPart, localG, conjTranspose_sum, conjTranspose_smul, Complex.star_def,
      Complex.conj_ofReal, ← Finset.sum_sub_distrib, Finset.smul_sum]
    refine Finset.sum_congr rfl fun k _ => ?_
    module
  rw [hlin, ← Finset.sum_neg_distrib]
  refine Finset.sum_congr rfl fun k _ => ?_
  have hk : IsUnit (A k) := isUnit_of_imPart_posDef (by rw [hA k]; exact hY)
  rw [imPart_inv hk, hA k, smul_neg, neg_neg]

/-- For non-negative weights that sum to one, the local propagator is invertible when all `A k`
share a positive definite imaginary part. -/
theorem isUnit_localG {w : κ → ℝ} (hw : ∀ k, 0 ≤ w k) (hw1 : ∑ k, w k = 1)
    {A : κ → Matrix n n ℂ} {Y : Matrix n n ℂ} (hY : Y.PosDef) (hA : ∀ k, imPart (A k) = Y) :
    IsUnit (localG w A) := by
  classical
  -- at least one k-point carries weight
  obtain ⟨k, hk⟩ : ∃ k, 0 < w k := by
    by_contra hcon
    push Not at hcon
    have : ∑ k, w k ≤ 0 := Finset.sum_nonpos fun k _ => hcon k
    linarith
  have hu : IsUnit (A k) := isUnit_of_imPart_posDef (by rw [hA k]; exact hY)
  have hinj : Function.Injective ((A k)⁻¹).mulVec := by
    intro x y hxy
    have h := congrArg (fun v => A k *ᵥ v) hxy
    simpa [Matrix.mulVec_mulVec,
      Matrix.mul_nonsing_inv _ ((Matrix.isUnit_iff_isUnit_det _).mp hu)] using h
  have hpos : (-imPart (localG w A)).PosDef := by
    rw [neg_imPart_localG w hY hA, ← Finset.add_sum_erase _ _ (Finset.mem_univ k)]
    refine Matrix.PosDef.add_posSemidef ?_ ?_
    · exact (hY.conjTranspose_mul_mul_same hinj).smul (by exact_mod_cast hk)
    · exact Matrix.posSemidef_sum _ fun l _ =>
        (hY.posSemidef.conjTranspose_mul_mul_same _).smul (by exact_mod_cast hw l)
  have hneg : imPart (-localG w A) = -imPart (localG w A) := by
    rw [imPart, imPart, conjTranspose_neg]
    module
  rw [← hneg] at hpos
  exact (IsUnit.neg_iff _).mp (isUnit_of_imPart_posDef hpos)

/-- Let the weights be non-negative with sum one, and let all `A k` have the same positive definite
imaginary part `Y`. The excess of `Im M⁻¹` over `Y`, with `M` the local propagator, is the weighted
variance of the lattice propagators relative to `M`, measured with `Y`. -/
theorem excess_eq_variance {w : κ → ℝ} (hw : ∀ k, 0 ≤ w k) (hw1 : ∑ k, w k = 1)
    {A : κ → Matrix n n ℂ} {Y : Matrix n n ℂ} (hY : Y.PosDef) (hA : ∀ k, imPart (A k) = Y) :
    imPart (localG w A)⁻¹ - Y = ∑ k, (w k : ℂ) •
      (((A k)⁻¹ * (localG w A)⁻¹ - 1)ᴴ * Y * ((A k)⁻¹ * (localG w A)⁻¹ - 1)) := by
  have hM := isUnit_localG hw hw1 hY hA
  have hw1c : ∑ k, (w k : ℂ) = 1 := by exact_mod_cast hw1
  -- expand the square and carry out the average
  have hsum : ∀ N : Matrix n n ℂ,
      ∑ k, (w k : ℂ) • (((A k)⁻¹ * N - 1)ᴴ * Y * ((A k)⁻¹ * N - 1)) =
        Nᴴ * (∑ k, (w k : ℂ) • (((A k)⁻¹)ᴴ * Y * (A k)⁻¹)) * N
          - Nᴴ * (localG w A)ᴴ * Y - Y * localG w A * N + (∑ k, (w k : ℂ)) • Y := by
    intro N
    simp only [localG, conjTranspose_sum, Finset.mul_sum, Finset.sum_mul, Finset.sum_smul,
      ← Finset.sum_sub_distrib, ← Finset.sum_add_distrib]
    refine Finset.sum_congr rfl fun k _ => ?_
    rw [conjTranspose_sub, conjTranspose_mul, conjTranspose_one, conjTranspose_smul,
      Complex.star_def, Complex.conj_ofReal]
    simp only [Matrix.mul_smul, Matrix.smul_mul, ← smul_sub, ← smul_add]
    congr 1
    noncomm_ring
  have h1 : localG w A * (localG w A)⁻¹ = 1 :=
    Matrix.mul_nonsing_inv _ ((Matrix.isUnit_iff_isUnit_det _).mp hM)
  have h2 : ((localG w A)⁻¹)ᴴ * (localG w A)ᴴ = 1 := by
    rw [← conjTranspose_mul, h1, conjTranspose_one]
  rw [hsum, ← neg_imPart_localG w hY hA, hw1c, one_smul, imPart_inv hM, h2,
    Matrix.mul_assoc Y, h1]
  noncomm_ring

/-- For Hermitian `H k` and positive definite `Y`, the weighted average `M` of `(H k + iY)⁻¹`
is invertible and `Im M⁻¹ - Y` is positive semidefinite. -/
theorem localG_inv_causal {w : κ → ℝ} (hw : ∀ k, 0 ≤ w k) (hw1 : ∑ k, w k = 1)
    {H : κ → Matrix n n ℂ} {Y : Matrix n n ℂ} (hH : ∀ k, (H k).IsHermitian) (hY : Y.PosDef) :
    IsUnit (localG w fun k => H k + Complex.I • Y) ∧
      (imPart (localG w fun k => H k + Complex.I • Y)⁻¹ - Y).PosSemidef := by
  have hA : ∀ k, imPart (H k + Complex.I • Y) = Y :=
    fun k => imPart_add_I_smul (hH k) hY.isHermitian
  refine ⟨isUnit_localG hw hw1 hY hA, ?_⟩
  rw [excess_eq_variance hw hw1 hY hA]
  exact Matrix.posSemidef_sum _ fun k _ =>
    (hY.posSemidef.conjTranspose_mul_mul_same _).smul (by exact_mod_cast hw k)

/-- Let the weights be strictly positive with sum one, and let all `A k` have the same positive
definite imaginary part `Y`. With `M` the local propagator, `Im M⁻¹ = Y` holds exactly when the
inverse lattice propagators `A k` are the same at all k-points. -/
theorem imPart_localG_inv_eq_iff {w : κ → ℝ} (hw : ∀ k, 0 < w k) (hw1 : ∑ k, w k = 1)
    {A : κ → Matrix n n ℂ} {Y : Matrix n n ℂ} (hY : Y.PosDef) (hA : ∀ k, imPart (A k) = Y) :
    imPart (localG w A)⁻¹ = Y ↔ ∀ k l, A k = A l := by
  classical
  have hu : ∀ k, IsUnit (A k).det := fun k =>
    (Matrix.isUnit_iff_isUnit_det _).mp (isUnit_of_imPart_posDef (by rw [hA k]; exact hY))
  constructor
  · intro h
    have hvar := excess_eq_variance (fun k => (hw k).le) hw1 hY hA
    rw [h, sub_self] at hvar
    -- each term of the vanishing variance vanishes, so A k = M⁻¹
    have key : ∀ k, A k = (localG w A)⁻¹ := by
      intro k
      rw [← Finset.add_sum_erase _ _ (Finset.mem_univ k)] at hvar
      have hrest := Matrix.posSemidef_sum (Finset.univ.erase k) fun l _ =>
        (hY.posSemidef.conjTranspose_mul_mul_same ((A l)⁻¹ * (localG w A)⁻¹ - 1)).smul
          (show (0 : ℂ) ≤ (w l : ℂ) by exact_mod_cast (hw l).le)
      have hB : (A k)⁻¹ * (localG w A)⁻¹ - 1 = 0 := by
        generalize (A k)⁻¹ * (localG w A)⁻¹ - 1 = B at hvar ⊢
        have hBx : ∀ x, B *ᵥ x = 0 := by
          intro x
          by_contra hx
          have hp := hY.dotProduct_mulVec_pos hx
          have hq : star x ⬝ᵥ ((Bᴴ * Y * B) *ᵥ x) = star (B *ᵥ x) ⬝ᵥ (Y *ᵥ (B *ᵥ x)) := by
            simp only [Matrix.star_mulVec, Matrix.dotProduct_mulVec, Matrix.vecMul_vecMul,
              Matrix.mul_assoc]
          have hr := hrest.dotProduct_mulVec_nonneg x
          have h0 := congrArg (fun P => star x ⬝ᵥ (P *ᵥ x)) hvar
          simp only [Matrix.zero_mulVec, dotProduct_zero, Matrix.add_mulVec, dotProduct_add] at h0
          rw [Matrix.smul_mulVec, dotProduct_smul, hq, smul_eq_mul] at h0
          have hwk : (0 : ℂ) < (w k : ℂ) := by exact_mod_cast hw k
          exact (add_pos_of_pos_of_nonneg (mul_pos hwk hp) hr).ne h0
        ext i j
        have := congrFun (hBx (Pi.single j 1)) i
        simpa using this
      calc A k = A k * ((A k)⁻¹ * (localG w A)⁻¹) := by rw [sub_eq_zero.mp hB, Matrix.mul_one]
        _ = (localG w A)⁻¹ := by
          rw [← Matrix.mul_assoc, Matrix.mul_nonsing_inv _ (hu k), Matrix.one_mul]
    intro k l
    rw [key k, key l]
  · intro h
    obtain ⟨k⟩ : Nonempty κ := by
      by_contra hne
      rw [not_nonempty_iff] at hne
      simp at hw1
    have hw1c : ∑ l, (w l : ℂ) = 1 := by exact_mod_cast hw1
    have hM : localG w A = (A k)⁻¹ := by
      rw [localG, Finset.sum_congr rfl fun l _ => by rw [h l k], ← Finset.sum_smul, hw1c,
        one_smul]
    rw [hM, Matrix.nonsing_inv_nonsing_inv _ (hu k), hA k]

/-- For non-negative weights that sum to one, Hermitian hoppings, `Im z > 0` and a self-energy with
`-Im S ≥ 0`, the cellular DMFT hybridization function satisfies `-Im Δ ≥ 0` as a matrix inequality.
-/
theorem hybridization_causal {w : κ → ℝ} (hw : ∀ k, 0 ≤ w k) (hw1 : ∑ k, w k = 1)
    {z : ℂ} (hz : 0 < z.im) {t : κ → Matrix n n ℂ} {tc S : Matrix n n ℂ}
    (ht : ∀ k, (t k).IsHermitian) (htc : tc.IsHermitian) (hS : (-imPart S).PosSemidef) :
    (-imPart (hybridization w z t tc S)).PosSemidef := by
  have hsub : ∀ P Q : Matrix n n ℂ, imPart (P - Q) = imPart P - imPart Q := by
    intro P Q
    simp only [imPart, conjTranspose_sub]
    module
  have hherm : ∀ P : Matrix n n ℂ, P.IsHermitian → imPart P = 0 := by
    intro P hP
    rw [imPart, hP.eq, sub_self, smul_zero]
  have hone : imPart (z • (1 : Matrix n n ℂ)) = (z.im : ℂ) • (1 : Matrix n n ℂ) := by
    have hc : (2 * Complex.I) ≠ 0 := mul_ne_zero two_ne_zero Complex.I_ne_zero
    have hzz : z - star z = (2 * Complex.I) * (z.im : ℂ) := by
      apply Complex.ext <;> simp
      ring
    rw [imPart, conjTranspose_smul, conjTranspose_one, ← sub_smul, hzz, smul_smul,
      ← mul_assoc, one_div_mul_cancel hc, one_mul]
  -- the common damping matrix of all lattice propagators
  have hY : ((z.im : ℂ) • (1 : Matrix n n ℂ) + -imPart S).PosDef :=
    (Matrix.PosDef.one.smul (show (0 : ℂ) < (z.im : ℂ) by exact_mod_cast hz)).add_posSemidef hS
  have hA : ∀ k, imPart (z • (1 : Matrix n n ℂ) - t k - S) =
      (z.im : ℂ) • (1 : Matrix n n ℂ) + -imPart S := by
    intro k
    rw [hsub, hsub, hone, hherm _ (ht k), sub_zero, sub_eq_add_neg]
  have hΔ : -imPart (hybridization w z t tc S) =
      imPart (localG w fun k => z • (1 : Matrix n n ℂ) - t k - S)⁻¹ -
        ((z.im : ℂ) • (1 : Matrix n n ℂ) + -imPart S) := by
    rw [hybridization, hsub, hsub, hsub, hone, hherm _ htc]
    abel
  rw [hΔ, excess_eq_variance hw hw1 hY hA]
  exact Matrix.posSemidef_sum _ fun k _ =>
    (hY.posSemidef.conjTranspose_mul_mul_same _).smul (by exact_mod_cast hw k)

end

end CellularDMFTCausality
```

```lean
#print axioms CellularDMFTCausality.localG_inv_causal
-- 'CellularDMFTCausality.localG_inv_causal' depends on axioms: [propext, Classical.choice, Quot.sound]
#print axioms CellularDMFTCausality.imPart_localG_inv_eq_iff
-- 'CellularDMFTCausality.imPart_localG_inv_eq_iff' depends on axioms: [propext, Classical.choice, Quot.sound]
#print axioms CellularDMFTCausality.hybridization_causal
-- 'CellularDMFTCausality.hybridization_causal' depends on axioms: [propext, Classical.choice, Quot.sound]
```

## How the proof follows the algebra

`imPart_add_I_smul` identifies Im(H + iY) with Y. `isUnit_of_imPart_posDef` argues by contradiction: a zero determinant supplies the null vector v, whose expectation value would be both zero and positive. `imPart_inv` is the formula for the imaginary part of an inverse, and `neg_imPart_localG` averages it, using that the weights are real.

In `isUnit_localG`, a k-point with positive weight is found first, since otherwise the weights could not sum to one. `Finset.add_sum_erase` splits its term from the sum, and `PosDef.add_posSemidef` adds the positive definite term to the positive semidefinite rest. The invertibility criterion is then applied to −M.

`excess_eq_variance` carries the main identity. Its inner statement `hsum` expands the square for an arbitrary matrix N, with `noncomm_ring` handling products whose order matters. Only afterwards is N set to M⁻¹, where `h1` and `h2` replace MN and its adjoint by 1. `localG_inv_causal` then needs only that a sum of positive semidefinite terms is positive semidefinite.

For the equality criterion, one term is again split off. If (GₖN − 1)x were nonzero for some x, that term would have a positive expectation value and the rest a non-negative one, yet their sum is zero. `hybridization_causal` computes the common imaginary part in `hA`, rewrites −Im Δ as Im M⁻¹ − Y in `hΔ`, and applies the variance identity.

## Damping that varies with k

The same argument, done by hand and not included in the file, covers matrices Aₖ with different imaginary parts, provided that Im Aₖ ≥ Y for every k with one positive definite Y. Then

Im M⁻¹ = Σₖ wₖ (GₖN)†(Im Aₖ)(GₖN) ≥ Σₖ wₖ (GₖN)†Y(GₖN) ≥ Y,

where the last step is the expanded square again. A common lower bound on the damping is thus enough for the inequality.
